# Diatomic kinetic energy in midpoint coordinates: a nuclear–electronic coupling that vanishes for equal nuclear masses

In a one-electron diatomic molecule with zero total momentum, let the nuclei of masses \(M_a\) and \(M_b\) carry momenta \(-Q-p/2\) and \(Q-p/2\), and the electron \(p\). Squaring the nuclear momenta gives kinetic energies with the cross terms \(Q\cdot p/(2M_a)\) and \(-Q\cdot p/(2M_b)\), which cancel for every \(Q\) and \(p\) only when the masses are equal.

```lean
import Mathlib

open Finset

namespace DiatomicKineticEnergy

noncomputable section

variable {V : Type*} [NormedAddCommGroup V] [InnerProductSpace ℝ V] {N : ℕ}

/-- Total mass of two nuclei and `N` electrons of mass `m`. -/
def totalMass (Ma Mb m : ℝ) (N : ℕ) : ℝ := Ma + Mb + N * m

/-- Reduced mass of the two nuclei, for `Ma + Mb ≠ 0`. -/
def reducedMass (Ma Mb : ℝ) : ℝ := Ma * Mb / (Ma + Mb)

/-- Laboratory momentum of nucleus `a`, for nonzero total mass. -/
def momentumA (Ma Mb m : ℝ) (P Q : V) (p : Fin N → V) : V :=
  (Ma / totalMass Ma Mb m N) • P - Q - (1 / 2 : ℝ) • ∑ i, p i

/-- Laboratory momentum of nucleus `b`, for nonzero total mass. -/
def momentumB (Ma Mb m : ℝ) (P Q : V) (p : Fin N → V) : V :=
  (Mb / totalMass Ma Mb m N) • P + Q - (1 / 2 : ℝ) • ∑ i, p i

/-- Laboratory momentum of electron `i`, for nonzero total mass. -/
def momentumE (Ma Mb m : ℝ) (P : V) (p : Fin N → V) (i : Fin N) : V :=
  (m / totalMass Ma Mb m N) • P + p i

/-- Kinetic energy of the nuclei and electrons in terms of their laboratory momenta,
for nonzero masses. -/
def kineticEnergy (Ma Mb m : ℝ) (Pa Pb : V) (pe : Fin N → V) : ℝ :=
  ‖Pa‖ ^ 2 / (2 * Ma) + ‖Pb‖ ^ 2 / (2 * Mb) + ∑ i, ‖pe i‖ ^ 2 / (2 * m)

/-- The same kinetic energy as a function of the momenta `P`, `Q` and `p i`,
for nonzero masses and nonzero total mass. -/
def transformedKinetic (Ma Mb m : ℝ) (P Q : V) (p : Fin N → V) : ℝ :=
  kineticEnergy Ma Mb m (momentumA Ma Mb m P Q p) (momentumB Ma Mb m P Q p)
    (momentumE Ma Mb m P p)

/-- The inverse reduced mass is the sum of the inverse nuclear masses. -/
theorem one_div_reducedMass {Ma Mb : ℝ} (ha : 0 < Ma) (hb : 0 < Mb) :
    1 / reducedMass Ma Mb = 1 / Ma + 1 / Mb := by
  unfold reducedMass
  field_simp
  ring

/-- The laboratory momenta of all particles add up to `P`. -/
theorem total_momentum {Ma Mb m : ℝ} (ha : 0 < Ma) (hb : 0 < Mb) (hm : 0 < m)
    (P Q : V) (p : Fin N → V) :
    momentumA Ma Mb m P Q p + momentumB Ma Mb m P Q p + ∑ i, momentumE Ma Mb m P p i = P := by
  have hT : totalMass Ma Mb m N ≠ 0 := by unfold totalMass; positivity
  have h1 : Ma / totalMass Ma Mb m N + Mb / totalMass Ma Mb m N
      + N * (m / totalMass Ma Mb m N) = 1 := by
    rw [← mul_div_assoc, ← add_div, ← add_div]
    exact div_self hT
  calc _ = (Ma / totalMass Ma Mb m N + Mb / totalMass Ma Mb m N
      + N * (m / totalMass Ma Mb m N)) • P := by
        simp only [momentumA, momentumB, momentumE, sum_add_distrib, sum_const, card_univ,
          Fintype.card_fin, ← Nat.cast_smul_eq_nsmul ℝ]
        module
    _ = P := by rw [h1, one_smul]

/-- The pairing of momenta with positions is preserved when `P` goes with the centre of mass,
`Q` with the internuclear vector, and `p i` with the position of electron `i` relative to the
midpoint of the nuclei. -/
theorem pairing_preserved (Ma Mb m : ℝ) (P Q xa xb : V) (p x : Fin N → V) :
    inner ℝ (momentumA Ma Mb m P Q p) xa + inner ℝ (momentumB Ma Mb m P Q p) xb
        + ∑ i, inner ℝ (momentumE Ma Mb m P p i) (x i)
      = inner ℝ P ((1 / totalMass Ma Mb m N) • (Ma • xa + Mb • xb + m • ∑ i, x i))
        + inner ℝ Q (xb - xa) + ∑ i, inner ℝ (p i) (x i - (1 / 2 : ℝ) • (xa + xb)) := by
  simp only [momentumA, momentumB, momentumE, inner_add_left, inner_sub_left, inner_add_right,
    inner_sub_right, real_inner_smul_left, real_inner_smul_right, sum_inner, inner_sum,
    sum_add_distrib, sum_sub_distrib, ← mul_sum]
  ring

/-- Kinetic energy of one nucleus of mass `M` that carries the share `M / T` of `P`,
`s` times `Q`, and the recoil `-S / 2`. -/
theorem nucleus_kinetic {M T : ℝ} (hM : M ≠ 0) (hT : T ≠ 0) (s : ℝ) (P Q S : V) :
    ‖(M / T) • P + s • Q + (-1 / 2 : ℝ) • S‖ ^ 2 / (2 * M)
      = M / (2 * T ^ 2) * ‖P‖ ^ 2 + s * inner ℝ P Q / T - inner ℝ P S / (2 * T)
        + (s ^ 2 * ‖Q‖ ^ 2 - s * inner ℝ Q S + ‖S‖ ^ 2 / 4) / (2 * M) := by
  simp only [← real_inner_self_eq_norm_sq, inner_add_left, inner_add_right,
    real_inner_smul_left, real_inner_smul_right]
  rw [real_inner_comm P Q, real_inner_comm P S, real_inner_comm Q S]
  field_simp
  ring

/-- Kinetic energy of `N` electrons that each carry the share `m / T` of `P`
besides their own `p i`. -/
theorem electron_kinetic {m T : ℝ} (hm : m ≠ 0) (hT : T ≠ 0) (P : V) (p : Fin N → V) :
    ∑ i, ‖(m / T) • P + p i‖ ^ 2 / (2 * m)
      = N * m / (2 * T ^ 2) * ‖P‖ ^ 2 + inner ℝ P (∑ i, p i) / T
        + ∑ i, ‖p i‖ ^ 2 / (2 * m) := by
  have h : ∀ i, ‖(m / T) • P + p i‖ ^ 2 / (2 * m)
      = m / (2 * T ^ 2) * ‖P‖ ^ 2 + inner ℝ P (p i) / T + ‖p i‖ ^ 2 / (2 * m) := by
    intro i
    rw [norm_add_sq_real, norm_smul, real_inner_smul_left, mul_pow, Real.norm_eq_abs, sq_abs]
    field_simp
  simp only [h, sum_add_distrib, sum_const, card_univ, Fintype.card_fin, nsmul_eq_mul,
    ← sum_div, inner_sum]
  ring

/-- The kinetic energy of a diatomic molecule is the sum of the centre-of-mass, relative nuclear,
mass-polarization and electronic terms and a coupling of `Q` to the sum of the `p i` proportional to
`Mb - Ma`. -/
theorem diatomic_kinetic_energy {Ma Mb m : ℝ} (ha : 0 < Ma) (hb : 0 < Mb) (hm : 0 < m)
    (P Q : V) (p : Fin N → V) :
    transformedKinetic Ma Mb m P Q p
      = ‖P‖ ^ 2 / (2 * totalMass Ma Mb m N) + ‖Q‖ ^ 2 / (2 * reducedMass Ma Mb)
        + ‖∑ i, p i‖ ^ 2 / (8 * reducedMass Ma Mb) + ∑ i, ‖p i‖ ^ 2 / (2 * m)
        + inner ℝ Q (∑ i, p i) * (Mb - Ma) / (2 * Ma * Mb) := by
  have hT : totalMass Ma Mb m N ≠ 0 := by unfold totalMass; positivity
  have eA : momentumA Ma Mb m P Q p = (Ma / totalMass Ma Mb m N) • P + (-1 : ℝ) • Q
      + (-1 / 2 : ℝ) • ∑ i, p i := by unfold momentumA; module
  have eB : momentumB Ma Mb m P Q p = (Mb / totalMass Ma Mb m N) • P + (1 : ℝ) • Q
      + (-1 / 2 : ℝ) • ∑ i, p i := by unfold momentumB; module
  have hE : ∑ i, ‖momentumE Ma Mb m P p i‖ ^ 2 / (2 * m) = _ :=
    electron_kinetic hm.ne' hT P p
  -- the three shares of `P` combine to the total mass
  have hP : Ma / (2 * totalMass Ma Mb m N ^ 2) + Mb / (2 * totalMass Ma Mb m N ^ 2)
      + N * m / (2 * totalMass Ma Mb m N ^ 2) = 1 / (2 * totalMass Ma Mb m N) := by
    rw [← add_div, ← add_div, show Ma + Mb + N * m = totalMass Ma Mb m N from rfl]
    field_simp
  have hc : (Mb - Ma) / (2 * Ma * Mb) = 1 / (2 * Ma) - 1 / (2 * Mb) := by
    field_simp
  unfold transformedKinetic kineticEnergy
  rw [eA, eB, hE, nucleus_kinetic ha.ne' hT, nucleus_kinetic hb.ne' hT]
  linear_combination ‖P‖ ^ 2 * hP
    - (‖Q‖ ^ 2 / 2 + ‖∑ i, p i‖ ^ 2 / 8) * one_div_reducedMass ha hb
    - inner ℝ Q (∑ i, p i) * hc

/-- With at least one electron and a nonzero space `V`, the kinetic energy has the form without the
coupling term for all momenta exactly when the two nuclear masses are equal. -/
theorem uncoupled_iff_equal_masses [Nontrivial V] {Ma Mb m : ℝ} (ha : 0 < Ma) (hb : 0 < Mb)
    (hm : 0 < m) (hN : 0 < N) :
    (∀ (P Q : V) (p : Fin N → V), transformedKinetic Ma Mb m P Q p
      = ‖P‖ ^ 2 / (2 * totalMass Ma Mb m N) + ‖Q‖ ^ 2 / (2 * reducedMass Ma Mb)
        + ‖∑ i, p i‖ ^ 2 / (8 * reducedMass Ma Mb) + ∑ i, ‖p i‖ ^ 2 / (2 * m))
      ↔ Ma = Mb := by
  constructor
  · intro h
    obtain ⟨v, hv⟩ := exists_ne (0 : V)
    -- test with all electronic momenta parallel to `Q`
    have h1 := h 0 v (fun _ => v)
    rw [diatomic_kinetic_energy ha hb hm] at h1
    have h2 : inner ℝ v (∑ _i : Fin N, v) * (Mb - Ma) / (2 * Ma * Mb) = 0 := by linarith
    have h3 : inner ℝ v (∑ _i : Fin N, v) = N * ‖v‖ ^ 2 := by
      rw [inner_sum, sum_const, card_univ, Fintype.card_fin, nsmul_eq_mul,
        real_inner_self_eq_norm_sq]
    have h4 : (0 : ℝ) < N * ‖v‖ ^ 2 :=
      mul_pos (Nat.cast_pos.mpr hN) (pow_pos (norm_pos_iff.mpr hv) 2)
    rw [h3] at h2
    rcases div_eq_zero_iff.mp h2 with h5 | h5
    · rcases mul_eq_zero.mp h5 with h6 | h6
      · exact absurd h6 h4.ne'
      · linarith
    · exact absurd h5 (by positivity : 2 * Ma * Mb ≠ 0)
  · intro h P Q p
    rw [diatomic_kinetic_energy ha hb hm, h, sub_self, mul_zero, zero_div, add_zero]

/-- For any nuclear masses, a shift of `Q` by a multiple of the sum of the `p i` removes the
coupling and leaves a mass polarization with the summed nuclear mass. -/
theorem kinetic_energy_decoupled {Ma Mb m : ℝ} (ha : 0 < Ma) (hb : 0 < Mb) (hm : 0 < m)
    (P Q : V) (p : Fin N → V) :
    transformedKinetic Ma Mb m P Q p
      = ‖P‖ ^ 2 / (2 * totalMass Ma Mb m N)
        + ‖Q + ((Mb - Ma) / (2 * (Ma + Mb))) • ∑ i, p i‖ ^ 2 / (2 * reducedMass Ma Mb)
        + ‖∑ i, p i‖ ^ 2 / (2 * (Ma + Mb)) + ∑ i, ‖p i‖ ^ 2 / (2 * m) := by
  -- completing the square in the relative nuclear momentum
  have key : ∀ q s c : ℝ, q / (2 * reducedMass Ma Mb) + s / (8 * reducedMass Ma Mb)
      + c * (Mb - Ma) / (2 * Ma * Mb)
      = (q + 2 * ((Mb - Ma) / (2 * (Ma + Mb)) * c) + ((Mb - Ma) / (2 * (Ma + Mb))) ^ 2 * s)
        / (2 * reducedMass Ma Mb) + s / (2 * (Ma + Mb)) := by
    intro q s c
    unfold reducedMass
    field_simp
    ring
  rw [diatomic_kinetic_energy ha hb hm, norm_add_sq_real, norm_smul, real_inner_smul_right,
    mul_pow, Real.norm_eq_abs, sq_abs]
  linarith [key (‖Q‖ ^ 2) (‖∑ i, p i‖ ^ 2) (inner ℝ Q (∑ i, p i))]

end

end DiatomicKineticEnergy
```

```lean
#print axioms DiatomicKineticEnergy.pairing_preserved
#print axioms DiatomicKineticEnergy.diatomic_kinetic_energy
#print axioms DiatomicKineticEnergy.uncoupled_iff_equal_masses
#print axioms DiatomicKineticEnergy.kinetic_energy_decoupled
```

```
'DiatomicKineticEnergy.pairing_preserved' depends on axioms: [propext, Classical.choice, Quot.sound]
'DiatomicKineticEnergy.diatomic_kinetic_energy' depends on axioms: [propext, Classical.choice, Quot.sound]
'DiatomicKineticEnergy.uncoupled_iff_equal_masses' depends on axioms: [propext, Classical.choice, Quot.sound]
'DiatomicKineticEnergy.kinetic_energy_decoupled' depends on axioms: [propext, Classical.choice, Quot.sound]
```

## Momenta and their conjugate positions

For \(N\) electrons of mass \(m\), write \(M_t=M_a+M_b+Nm\) and \(S=\sum_i p_i\). The definitions `momentumA`, `momentumB` and `momentumE` give the laboratory momenta

\[
P_a=\tfrac{M_a}{M_t}P-Q-\tfrac12S,\quad
P_b=\tfrac{M_b}{M_t}P+Q-\tfrac12S,\quad
P_i=\tfrac{m}{M_t}P+p_i .
\]

Their sum is \(P-S+S=P\), which is `total_momentum`. To see what the new momenta are conjugate to, pair each laboratory momentum with its particle's position and collect terms:

\[
P_a\cdot x_a+P_b\cdot x_b+\sum_iP_i\cdot x_i
=P\cdot X+Q\cdot(x_b-x_a)+\sum_ip_i\cdot\bigl(x_i-\tfrac12(x_a+x_b)\bigr),
\]

where \(X\) is the centre of mass. This is `pairing_preserved`: \(Q\) belongs to the internuclear vector, and \(p_i\) to the electron's position measured from the midpoint of the nuclei.

## The energy formula and its scope

With the reduced mass \(\mu=M_aM_b/(M_a+M_b)\), `diatomic_kinetic_energy` gives the kinetic energy \(T\) for positive masses:

\[
T=\frac{P^2}{2M_t}+\frac{Q^2}{2\mu}+\frac{S^2}{8\mu}+\sum_i\frac{p_i^2}{2m}
+\frac{(M_b-M_a)\,Q\cdot S}{2M_aM_b}.
\]

The terms are the centre-of-mass motion, the relative nuclear motion, the mass polarization, the electronic kinetic energy and the coupling. The left side, `transformedKinetic`, is the ordinary sum of squared laboratory momenta over twice the masses. The relation \(1/\mu=1/M_a+1/M_b\) is proved in `one_div_reducedMass`.

The type `V` is any real inner-product space; for a molecule it is \(\mathbb R^3\). The momenta are vectors, not operators, and there is no potential, wavefunction or Born–Oppenheimer approximation. In the non-relativistic quantum Hamiltonian, where the momentum components commute, the same expansion gives the kinetic operator for point particles, and its \(S^2\) and \(Q\cdot S\) terms are absent from the usual clamped-nuclei electronic Hamiltonian.

## Expanding the squares

Take \(s=-1\) for nucleus \(a\) and \(s=+1\) for nucleus \(b\). For a nucleus of mass \(M\), `nucleus_kinetic` (where the Lean letter `T` is the total mass \(M_t\), as in `electron_kinetic`) gives

\[
\frac{MP^2}{2M_t^2}+\frac{s\,P\cdot Q}{M_t}-\frac{P\cdot S}{2M_t}
+\frac{Q^2-s\,Q\cdot S+S^2/4}{2M}.
\]

For all the electrons together, `electron_kinetic` gives

\[
\frac{NmP^2}{2M_t^2}+\frac{P\cdot S}{M_t}+\sum_i\frac{p_i^2}{2m}.
\]

On addition, the two \(P\cdot Q\) terms cancel, and the \(P\cdot S\) coefficients sum to \((-\tfrac12-\tfrac12+1)/M_t=0\). The \(P^2\) coefficients give \(M_t/(2M_t^2)=1/(2M_t)\). The \(Q^2\) and \(S^2\) coefficients are \(\tfrac12\) and \(\tfrac18\) times \(1/M_a+1/M_b=1/\mu\). What remains is

\[
Q\cdot S\left(\frac1{2M_a}-\frac1{2M_b}\right)=\frac{(M_b-M_a)\,Q\cdot S}{2M_aM_b}.
\]

In the main proof, `hP` is the \(P^2\) identity and `hc` the coupling coefficient; `linear_combination` joins them with the reduced-mass relation.

## When the coupling vanishes, and how to remove it

If \(N\ge1\) and the space contains a nonzero vector, `uncoupled_iff_equal_masses` says that the formula without the coupling holds for all momenta exactly when \(M_a=M_b\). The proof sets \(P=0\) and \(Q=p_i=v\ne0\). The coupling is then \(N\|v\|^2(M_b-M_a)/(2M_aM_b)\), which is zero only for equal masses. Conversely, equal masses make its coefficient zero.

For any positive masses, `kinetic_energy_decoupled` completes the square with \(\lambda=(M_b-M_a)/(2(M_a+M_b))\):

\[
\frac{|Q+\lambda S|^2}{2\mu}
=\frac{Q^2}{2\mu}+\frac{\lambda\,Q\cdot S}{\mu}+\frac{\lambda^2S^2}{2\mu}.
\]

Since \(\lambda/\mu=(M_b-M_a)/(2M_aM_b)\), the middle term is the coupling. The \(S^2\) coefficient left over is

\[
\frac1{8\mu}-\frac{\lambda^2}{2\mu}
=\frac{(M_a+M_b)^2-(M_b-M_a)^2}{8\mu(M_a+M_b)^2}
=\frac1{2(M_a+M_b)}.
\]

The shift thus removes the coupling but leaves a mass polarization \(S^2/(2(M_a+M_b))\). It is also a change of coordinates: when \(Q+\lambda S\) is taken as the momentum conjugate to \(x_b-x_a\), \(p_i\) is conjugate to the electron's position measured from the centre of mass of the nuclei instead of their midpoint. In Lean, the auxiliary identity `key` completes the square; the change of coordinates is not part of the theorem.
